# A differentiable, nowhere-zero wavefunction on the line carries no current exactly when it is real up to a constant phase

When does a wavefunction ψ : ℝ → ℂ on a line carry no probability current? For differentiable ψ, the current is

j_ψ(x) = Im(conj ψ(x) · ψ′(x)),

in units where ħ/m = 1. Lean's `deriv` returns 0 where no derivative exists, so the theorems assume differentiability separately. They need neither a continuous ψ′, nor normalisation, nor a Schrödinger equation. Reading j_ψ as the physical current of a particle presumes that there is no vector potential; that identification is made outside Lean.

In the code, `current ψ x` is j_ψ(x), `‖ψ x‖` is the modulus |ψ(x)|, and `(f x : ℂ)` is a real value regarded as a complex number.

```lean
import Mathlib

open ComplexConjugate

namespace RealOrbitalCurrent

noncomputable section

/-- The probability current `Im (conj ψ · ψ')` of a differentiable wavefunction on the line,
in units where `ħ / m = 1`. -/
def current (ψ : ℝ → ℂ) (x : ℝ) : ℝ := (conj (ψ x) * deriv ψ x).im
```

## (a) Rescaling by a complex constant

Let φ be differentiable and c a complex constant. Show that

j_{cφ} = |c|² j_φ.

The derivative of cφ is cφ′, so

conj(cφ) · (cφ)′ = conj(c) c · conj φ φ′ = |c|² conj φ φ′.

Since |c|² is real, it comes out of the imaginary part. Lean inserts the derivative, expands into real and imaginary parts and finishes with `ring`.

```lean
/-- Multiplying a differentiable wavefunction by a complex constant `c` multiplies its current
by `|c|²`. -/
theorem current_const_mul {φ : ℝ → ℂ} (hφ : Differentiable ℝ φ) (c : ℂ) (x : ℝ) :
    current (fun y => c * φ y) x = ‖c‖ ^ 2 * current φ x := by
  have h : HasDerivAt (fun y => c * φ y) (c * deriv φ x) x :=
    (hφ x).hasDerivAt.const_mul c
  rw [current, h.deriv, current, Complex.sq_norm, Complex.normSq_apply]
  simp only [map_mul, Complex.mul_im, Complex.mul_re, Complex.conj_re, Complex.conj_im]
  ring
```

## (b) The rate of change of the squared phase factor

If ψ = |ψ| exp(iα), then ψ / conj ψ = exp(2iα). Show that, wherever a differentiable ψ is nonzero,

(ψ / conj ψ)′ = 2i j_ψ / (conj ψ)².

Because x is real, the derivative of conj ψ is conj(ψ′). The quotient rule gives the numerator

ψ′ conj ψ − ψ conj(ψ′) = z − conj z, with z = conj ψ · ψ′,

and z − conj z = 2i Im z = 2i j_ψ. This identity is `key` in the proof. `HasDerivAt g d x` says that g has derivative d at x.

```lean
/-- Where a differentiable wavefunction does not vanish, its squared phase factor `ψ / conj ψ`
changes at the rate `2 i j / (conj ψ)²`, with `j` the current. -/
theorem hasDerivAt_phase_sq {ψ : ℝ → ℂ} (hψ : Differentiable ℝ ψ) {x : ℝ} (h0 : ψ x ≠ 0) :
    HasDerivAt (fun y => ψ y / conj (ψ y))
      (2 * Complex.I * (current ψ x : ℂ) / conj (ψ x) ^ 2) x := by
  have h := (hψ x).hasDerivAt
  have hc : HasDerivAt (fun y => conj (ψ y)) (conj (deriv ψ x)) x := h.star
  have hne : conj (ψ x) ≠ 0 := (map_ne_zero (starRingEnd ℂ)).mpr h0
  have key : deriv ψ x * conj (ψ x) - ψ x * conj (deriv ψ x)
      = 2 * Complex.I * (current ψ x : ℂ) := by
    apply Complex.ext <;> simp [current] <;> ring
  exact (h.fun_div hc hne).congr_deriv (by rw [key])
```

## (c) Zero current fixes the phase

Let ψ be differentiable and nowhere zero, with j_ψ = 0 everywhere. Find a real θ such that, for all x,

ψ(x) = exp(iθ) |ψ(x)|.

By (b), ψ / conj ψ has zero derivative, so it is constant. Comparing x with 0 and cross-multiplying,

ψ(x) conj ψ(0) = ψ(0) conj ψ(x).

The right side is the conjugate of the left, so r(x) = ψ(x) conj ψ(0) is real. It is continuous and never zero, and r(0) = |ψ(0)|² > 0. By the intermediate value theorem it stays positive, hence

r(x) = |r(x)| = |ψ(x)| |ψ(0)|.

Take θ = arg ψ(0), so that ψ(0) = |ψ(0)| exp(iθ). Multiplying the last equation by ψ(0) gives

ψ(x) |ψ(0)|² = |ψ(x)| |ψ(0)|² exp(iθ),

and |ψ(0)|² cancels.

The Lean steps `hconst`, `hreal` and `hpos` are the constancy, the reality and the positivity; `linear_combination` does the last multiplication.

The same step appears when a complex eigensolver returns the nodeless ground state of a real one-particle, one-dimensional Hamiltonian with an arbitrary overall phase. Multiplying every grid value by conj ψ(0)/|ψ(0)| makes the orbital real and positive, and it can then be stored as an array of real numbers.

```lean
/-- A differentiable, nowhere-zero wavefunction without current is a constant phase times its
own modulus. -/
theorem eq_phase_mul_norm {ψ : ℝ → ℂ} (hψ : Differentiable ℝ ψ) (h0 : ∀ x, ψ x ≠ 0)
    (hj : ∀ x, current ψ x = 0) :
    ∃ θ : ℝ, ∀ x, ψ x = Complex.exp (θ * Complex.I) * (‖ψ x‖ : ℂ) := by
  have hne : ∀ x, conj (ψ x) ≠ 0 := fun x => (map_ne_zero (starRingEnd ℂ)).mpr (h0 x)
  -- the squared phase factor is constant
  have hconst : ∀ x, ψ x / conj (ψ x) = ψ 0 / conj (ψ 0) := fun x =>
    is_const_of_deriv_eq_zero (f := fun y => ψ y / conj (ψ y))
      (fun y => (hasDerivAt_phase_sq hψ (h0 y)).differentiableAt)
      (fun y => by rw [(hasDerivAt_phase_sq hψ (h0 y)).deriv, hj y]; simp) x 0
  -- hence `ψ x * conj (ψ 0)` is real
  have hreal : ∀ x, ψ x * conj (ψ 0) = (((ψ x * conj (ψ 0)).re : ℝ) : ℂ) := by
    intro x
    have h := (div_eq_div_iff (hne x) (hne 0)).mp (hconst x)
    have him := congrArg Complex.im h
    simp only [Complex.mul_im, Complex.conj_re, Complex.conj_im] at him
    apply Complex.ext
    · rw [Complex.ofReal_re]
    · rw [Complex.ofReal_im]
      simp only [Complex.mul_im, Complex.conj_re, Complex.conj_im]
      linarith
  have hcont : Continuous (fun x => (ψ x * conj (ψ 0)).re) :=
    Complex.continuous_re.comp (hψ.continuous.mul continuous_const)
  have hstart : 0 ≤ (ψ 0 * conj (ψ 0)).re := by
    rw [Complex.mul_conj, Complex.ofReal_re]
    exact Complex.normSq_nonneg _
  -- being continuous and never zero, it keeps its positive sign
  have hpos : ∀ x, 0 < (ψ x * conj (ψ 0)).re := by
    intro x
    by_contra hx
    obtain ⟨y, hy⟩ := mem_range_of_exists_le_of_exists_ge hcont
      ⟨x, not_lt.mp hx⟩ ⟨0, hstart⟩
    have hz := hreal y
    have hy' : (ψ y * conj (ψ 0)).re = 0 := hy
    rw [hy', Complex.ofReal_zero] at hz
    exact mul_ne_zero (h0 y) (hne 0) hz
  refine ⟨Complex.arg (ψ 0), fun x => ?_⟩
  have hn : ‖ψ x‖ * ‖ψ 0‖ = (ψ x * conj (ψ 0)).re := by
    have h := congrArg norm (hreal x)
    rw [norm_mul, Complex.norm_conj, Complex.norm_real, Real.norm_eq_abs,
      abs_of_pos (hpos x)] at h
    exact h
  have h1 : ψ x * conj (ψ 0) = (‖ψ x‖ : ℂ) * (‖ψ 0‖ : ℂ) := by
    rw [hreal x, ← hn, Complex.ofReal_mul]
  have h2 : ψ 0 * conj (ψ 0) = (‖ψ 0‖ : ℂ) ^ 2 := by
    rw [Complex.mul_conj, Complex.normSq_eq_norm_sq, Complex.ofReal_pow]
  have h3 := Complex.norm_mul_exp_arg_mul_I (ψ 0)
  have hN : (‖ψ 0‖ : ℂ) ^ 2 ≠ 0 :=
    pow_ne_zero 2 (Complex.ofReal_ne_zero.mpr (norm_ne_zero_iff.mpr (h0 0)))
  apply mul_right_cancel₀ hN
  linear_combination ψ 0 * h1 - ψ x * h2 - (‖ψ x‖ : ℂ) * (‖ψ 0‖ : ℂ) * h3
```

## (d) Currentless and real orbitals

For ψ differentiable and nowhere zero, show that j_ψ = 0 everywhere if and only if there are a real constant θ and a differentiable f : ℝ → ℝ with

ψ(x) = exp(iθ) f(x) for all x.

If the current vanishes, (c) supplies θ and f = |ψ|. This f is differentiable because |ψ| = √(ψ conj ψ) and the argument of the root is never zero.

Conversely, f f′ is real, so f carries no current. By (a), the factor exp(iθ) multiplies that zero by 1. This direction does not use the absence of zeros.

```lean
/-- A differentiable, nowhere-zero wavefunction on the line carries no current anywhere if and
only if it is a constant phase times a differentiable real function. -/
theorem current_eq_zero_iff_real_orbital {ψ : ℝ → ℂ} (hψ : Differentiable ℝ ψ)
    (h0 : ∀ x, ψ x ≠ 0) :
    (∀ x, current ψ x = 0) ↔
      ∃ (θ : ℝ) (f : ℝ → ℝ), Differentiable ℝ f ∧
        ∀ x, ψ x = Complex.exp (θ * Complex.I) * (f x : ℂ) := by
  constructor
  · intro hj
    obtain ⟨θ, hθ⟩ := eq_phase_mul_norm hψ h0 hj
    exact ⟨θ, fun x => ‖ψ x‖, hψ.norm ℝ h0, hθ⟩
  · rintro ⟨θ, f, hf, h⟩ x
    have hd : ∀ y, HasDerivAt (fun z => (f z : ℂ)) ((deriv f y : ℝ) : ℂ) y :=
      fun y => (hf y).hasDerivAt.ofReal_comp
    -- a real function carries no current, and a constant factor only rescales it
    have hr : current (fun z => (f z : ℂ)) x = 0 := by
      rw [current, (hd x).deriv, Complex.conj_ofReal, ← Complex.ofReal_mul, Complex.ofReal_im]
    rw [funext h, current_const_mul (fun y => (hd y).differentiableAt), hr, mul_zero]
```

## (e) The current of ψ conj φ

For differentiable ψ and φ, show that χ = ψ conj φ has current

j_χ = |φ|² j_ψ − |ψ|² j_φ.

The product rule gives χ′ = ψ′ conj φ + ψ conj(φ′), so

conj χ · χ′ = |φ|² conj ψ ψ′ + |ψ|² φ conj(φ′).

The factor φ conj(φ′) is the conjugate of conj φ φ′, so its imaginary part is −j_φ.

```lean
/-- For differentiable `ψ` and `φ`, the current of the product `ψ · conj φ` is
`|φ|² j_ψ - |ψ|² j_φ`. -/
theorem current_mul_conj {ψ φ : ℝ → ℂ} (hψ : Differentiable ℝ ψ) (hφ : Differentiable ℝ φ)
    (x : ℝ) :
    current (fun y => ψ y * conj (φ y)) x
      = ‖φ x‖ ^ 2 * current ψ x - ‖ψ x‖ ^ 2 * current φ x := by
  have hc : HasDerivAt (fun y => conj (φ y)) (conj (deriv φ x)) x := (hφ x).hasDerivAt.star
  rw [current, ((hψ x).hasDerivAt.fun_mul hc).deriv, current, current,
    Complex.sq_norm, Complex.sq_norm, Complex.normSq_apply, Complex.normSq_apply]
  simp only [map_mul, Complex.mul_im, Complex.mul_re, Complex.add_im, Complex.add_re,
    Complex.conj_re, Complex.conj_im]
  ring
```

## (f) Wavefunctions with equal density and current

Let ψ and φ be differentiable and φ nowhere zero. Show that |ψ| = |φ| and j_ψ = j_φ everywhere if and only if, for some real constant θ,

ψ(x) = exp(iθ) φ(x) for all x.

Equal moduli are the same as equal densities |ψ|² and |φ|². They also make ψ nowhere zero, so χ = ψ conj φ has no zeros. By (e) its current is |φ|² j_ψ − |φ|² j_φ = 0. Part (c) applied to χ gives

ψ conj φ = exp(iθ) |ψ| |φ| = exp(iθ) |φ|² = exp(iθ) φ conj φ,

and conj φ cancels. Conversely, a constant phase has modulus 1, so it preserves the modulus and, by (a), the current.

```lean
/-- Two differentiable wavefunctions, one of them nowhere zero, have the same modulus and the
same current everywhere if and only if they differ by a constant phase. -/
theorem same_density_current_iff {ψ φ : ℝ → ℂ} (hψ : Differentiable ℝ ψ)
    (hφ : Differentiable ℝ φ) (h0 : ∀ x, φ x ≠ 0) :
    (∀ x, ‖ψ x‖ = ‖φ x‖ ∧ current ψ x = current φ x) ↔
      ∃ θ : ℝ, ∀ x, ψ x = Complex.exp (θ * Complex.I) * φ x := by
  constructor
  · intro h
    have hne : ∀ x, conj (φ x) ≠ 0 := fun x => (map_ne_zero (starRingEnd ℂ)).mpr (h0 x)
    have hψ0 : ∀ x, ψ x ≠ 0 := fun x =>
      norm_ne_zero_iff.mp (by rw [(h x).1]; exact norm_ne_zero_iff.mpr (h0 x))
    have hd : Differentiable ℝ (fun y => ψ y * conj (φ y)) := fun x =>
      ((hψ x).hasDerivAt.fun_mul (hφ x).hasDerivAt.star).differentiableAt
    -- the product `ψ · conj φ` carries no current, so its phase is constant
    obtain ⟨θ, hθ⟩ := eq_phase_mul_norm hd (fun x => mul_ne_zero (hψ0 x) (hne x))
      (fun x => by rw [current_mul_conj hψ hφ, (h x).1, (h x).2, sub_self])
    refine ⟨θ, fun x => mul_right_cancel₀ (hne x) ?_⟩
    have h1 : ψ x * conj (φ x)
        = Complex.exp (θ * Complex.I) * (‖ψ x * conj (φ x)‖ : ℂ) := hθ x
    rw [h1, norm_mul, Complex.norm_conj, (h x).1, mul_assoc, Complex.mul_conj,
      Complex.normSq_eq_norm_sq, pow_two]
  · rintro ⟨θ, h⟩ x
    constructor
    · rw [h x, norm_mul, Complex.norm_exp_ofReal_mul_I, one_mul]
    · rw [funext h, current_const_mul hφ, Complex.norm_exp_ofReal_mul_I, one_pow, one_mul]
```

## (g) A derivative at the origin

Consider the wavefunction n(x) = x² + i x|x|, called `nodal` in the code. For its imaginary part, show that at every x

(x|x|)′ = 2|x|.

For x > 0 the function is x², with derivative 2x. For x < 0 it is −x², with derivative −2x. At 0 the difference quotient is t|t|/t = |t|, which tends to 0. Lean splits into the same three cases.

```lean
/-- The wavefunction `x² + i x|x|`. -/
def nodal (x : ℝ) : ℂ := ((x ^ 2 : ℝ) : ℂ) + ((x * |x| : ℝ) : ℂ) * Complex.I

/-- The function `x|x|` has derivative `2|x|` everywhere, also at the origin. -/
theorem hasDerivAt_mul_abs (x : ℝ) : HasDerivAt (fun y : ℝ => y * |y|) (2 * |x|) x := by
  have hsq : HasDerivAt (fun y : ℝ => y ^ 2) (2 * x) x := by simpa using hasDerivAt_pow 2 x
  rcases lt_trichotomy x 0 with hx | hx | hx
  · rw [abs_of_neg hx, mul_neg]
    refine hsq.fun_neg.congr_of_eventuallyEq ?_
    filter_upwards [Iio_mem_nhds hx] with y hy
    rw [abs_of_neg hy]
    ring
  · subst hx
    -- at the origin the difference quotient is `|t|`
    rw [hasDerivAt_iff_tendsto_slope_zero]
    have ht : Filter.Tendsto (fun t : ℝ => |t|) (nhdsWithin 0 {0}ᶜ) (nhds (2 * |(0 : ℝ)|)) := by
      have h := (continuous_abs (G := ℝ)).tendsto 0
      simp only [abs_zero, mul_zero] at h ⊢
      exact h.mono_left nhdsWithin_le_nhds
    refine ht.congr' ?_
    filter_upwards [self_mem_nhdsWithin] with t ht0
    have ht1 : t ≠ 0 := ht0
    simp only [zero_add, zero_mul, sub_zero, smul_eq_mul]
    rw [← mul_assoc, inv_mul_cancel₀ ht1, one_mul]
  · rw [abs_of_pos hx]
    refine hsq.congr_of_eventuallyEq ?_
    filter_upwards [Ioi_mem_nhds hx] with y hy
    rw [abs_of_pos hy]
    ring
```

## (h) One node is enough for a phase jump

Show that n is differentiable, vanishes only at 0 and has j_n = 0 everywhere, yet that no complex c and real-valued f satisfy

n(x) = c f(x) for all x.

The real part x² vanishes only at 0, where n vanishes too. By (g), n′ = 2x + 2i|x|, so

j_n = x² · 2|x| − x|x| · 2x = 0.

Suppose n = c f with c = a + ib. Then x² = a f(x) and x|x| = b f(x). Evaluating at ±1,

a f(1) · b f(−1) = 1 · (−1) = −1,
b f(1) · a f(−1) = 1 · 1 = 1.

The left sides are equal, a contradiction. The phase is π/4 to the right of the node and −π/4 to the left.

Thus the forward implication in (d) already fails if ψ may vanish at a single point. The function n is not normalisable, but a factor exp(−x²) would cure that and leave its phases unchanged.

```lean
/-- The wavefunction `x² + i x|x|` is differentiable, vanishes only at the origin and carries no
current, yet it is not a complex constant times a real function. -/
theorem nodal_counterexample :
    Differentiable ℝ nodal ∧ (∀ x, nodal x = 0 ↔ x = 0) ∧ (∀ x, current nodal x = 0) ∧
      ¬ ∃ (c : ℂ) (f : ℝ → ℝ), ∀ x, nodal x = c * (f x : ℂ) := by
  have hre : ∀ x, (nodal x).re = x ^ 2 := fun x => by
    simp only [nodal, Complex.add_re, Complex.mul_re, Complex.ofReal_re, Complex.ofReal_im,
      Complex.I_re, Complex.I_im]
    ring
  have him : ∀ x, (nodal x).im = x * |x| := fun x => by
    simp only [nodal, Complex.add_im, Complex.mul_im, Complex.ofReal_re, Complex.ofReal_im,
      Complex.I_re, Complex.I_im]
    ring
  have hd : ∀ x, HasDerivAt nodal
      (((2 * x : ℝ) : ℂ) + ((2 * |x| : ℝ) : ℂ) * Complex.I) x := fun x => by
    have hsq : HasDerivAt (fun y : ℝ => y ^ 2) (2 * x) x := by simpa using hasDerivAt_pow 2 x
    exact hsq.ofReal_comp.fun_add ((hasDerivAt_mul_abs x).ofReal_comp.mul_const Complex.I)
  refine ⟨fun x => (hd x).differentiableAt, fun x => ⟨fun h => ?_, fun h => ?_⟩,
    fun x => ?_, ?_⟩
  · have h1 := hre x
    rw [h, Complex.zero_re] at h1
    exact pow_eq_zero_iff (two_ne_zero) |>.mp h1.symm
  · simp [h, nodal]
  · rw [current, (hd x).deriv]
    simp only [Complex.mul_im, Complex.conj_re, Complex.conj_im, hre, him, Complex.add_re,
      Complex.add_im, Complex.mul_re, Complex.ofReal_re, Complex.ofReal_im, Complex.I_re,
      Complex.I_im]
    ring
  · rintro ⟨c, f, hf⟩
    have h1 : ∀ x, x ^ 2 = c.re * f x := fun x => by
      rw [← hre x, hf x, Complex.re_mul_ofReal]
    have h2 : ∀ x, x * |x| = c.im * f x := fun x => by
      rw [← him x, hf x, Complex.im_mul_ofReal]
    -- the phases at `1` and `-1` are incompatible
    have h3 : (c.re * f 1) * (c.im * f (-1)) = (c.im * f 1) * (c.re * f (-1)) := by ring
    rw [← h1 1, ← h2 (-1), ← h2 1, ← h1 (-1)] at h3
    norm_num at h3

end

end RealOrbitalCurrent
```
```lean
#print axioms RealOrbitalCurrent.current_eq_zero_iff_real_orbital
#print axioms RealOrbitalCurrent.same_density_current_iff
#print axioms RealOrbitalCurrent.nodal_counterexample
```

```
'RealOrbitalCurrent.current_eq_zero_iff_real_orbital' depends on axioms: [propext, Classical.choice, Quot.sound]
'RealOrbitalCurrent.same_density_current_iff' depends on axioms: [propext, Classical.choice, Quot.sound]
'RealOrbitalCurrent.nodal_counterexample' depends on axioms: [propext, Classical.choice, Quot.sound]
```
